# Energy ratios of a normalised, self-consistent radial Pekar polaron that is stable against dilation

The electron's state is a real function $\psi(r)$ of the radius, and the Coulomb interaction enters already averaged over angles, as the kernel $1/\max(r,r')$. The model is one electron in a continuous medium whose classical polarisation it both causes and feels, restricted to spherical symmetry. If such a state is normalised, solves its own radial equation without flux at the origin, and cannot lower its energy by a small dilation, its energies are all fixed multiples of the kinetic energy.

```lean
import Mathlib

open MeasureTheory Set Filter Topology

namespace PekarPolaron

noncomputable section
```

## The energies of a radial state

A radial function integrates over space as $\int f\,d^3r = 4\pi\int_0^\infty r^2 f(r)\,dr$, and it is integrable when $r^2f$ is integrable on $r>0$.

```lean
/-- Integral over three-dimensional space of a function of the radius. -/
def spaceIntegral (f : ℝ → ℝ) : ℝ := 4 * Real.pi * ∫ r in Ioi (0 : ℝ), r ^ 2 * f r

/-- The radial function `f` is integrable over three-dimensional space. -/
def SpaceIntegrable (f : ℝ → ℝ) : Prop := IntegrableOn (fun r => r ^ 2 * f r) (Ioi (0 : ℝ))
```

Dilation by $s>0$ gives $\psi_s(r)=s^{3/2}\psi(sr)$, which is more compact for $s>1$.

```lean
/-- The dilated wavefunction `s^(3/2) ψ(s r)`, for `s > 0`. -/
def dilate (s : ℝ) (ψ : ℝ → ℝ) : ℝ → ℝ := fun r => s ^ (3 / 2 : ℝ) * ψ (s * r)
```

The density $\psi^2$ produces the potential $U(r)=\int \psi(r')^2/\max(r,r')\,d^3r'$. The squared norm is $N=\int\psi^2\,d^3r$.

```lean
/-- Electrostatic potential at radius `r > 0` of the radial density `ψ²`. -/
def potential (ψ : ℝ → ℝ) (r : ℝ) : ℝ := spaceIntegral (fun x => ψ x ^ 2 / max r x)

/-- Squared norm of the wavefunction. -/
def normSquared (ψ : ℝ → ℝ) : ℝ := spaceIntegral (fun r => ψ r ^ 2)
```

In atomic units with unit band mass, $T=\tfrac12\int\psi'^2\,d^3r$ and $W=\tfrac g2\int U\psi^2\,d^3r$. The constant $g$ stands for the lattice's share of the screening, $1/\kappa_\infty-1/\kappa_0$ in terms of the high-frequency and static dielectric constants; the theorems allow any real $g$.

```lean
/-- Kinetic energy `T` in atomic units. -/
def kinetic (ψ : ℝ → ℝ) : ℝ := spaceIntegral (fun r => deriv ψ r ^ 2) / 2

/-- Polarisation energy `W` at coupling strength `g`. -/
def polarisation (g : ℝ) (ψ : ℝ → ℝ) : ℝ :=
  g / 2 * spaceIntegral (fun r => potential ψ r * ψ r ^ 2)
```

The electron feels the potential energy $-gU$, whose expectation value is the coupling energy. The total energy is $E=T-W$.

```lean
/-- Expectation value of the potential energy `-g U` of the electron in its own polarisation. -/
def coupling (g : ℝ) (ψ : ℝ → ℝ) : ℝ :=
  spaceIntegral (fun r => -g * (potential ψ r * ψ r ^ 2))

/-- The Pekar energy `T - W`. -/
def energy (g : ℝ) (ψ : ℝ → ℝ) : ℝ := kinetic ψ - polarisation g ψ
```

`Admissible` requires $\psi$ to be differentiable for $r>0$ and the three integrals to be finite.

```lean
/-- Radial wavefunctions, differentiable away from the origin, with finite norm, kinetic
and polarisation integrals. -/
structure Admissible (ψ : ℝ → ℝ) : Prop where
  differentiable : ∀ r, 0 < r → DifferentiableAt ℝ ψ r
  finite_norm : SpaceIntegrable (fun r => ψ r ^ 2)
  finite_kinetic : SpaceIntegrable (fun r => deriv ψ r ^ 2)
  finite_polarisation : SpaceIntegrable (fun r => potential ψ r * ψ r ^ 2)
```

Stability compares $\psi$ only with its own dilations, for $s$ in some neighbourhood of 1. It is weaker than being a minimiser over all states of the same norm.

```lean
/-- No admissible dilation with `s` close to 1 lowers the Pekar energy. -/
def DilationStable (g : ℝ) (ψ : ℝ → ℝ) : Prop :=
  ∀ᶠ s in 𝓝 (1 : ℝ), Admissible (dilate s ψ) → energy g ψ ≤ energy g (dilate s ψ)
```

The eigenvalue $\varepsilon$ is defined by $-\frac{1}{2r^2}(r^2\psi')'-gU\psi=\varepsilon\psi$. In flux form this is $(r^2\psi')'=2r^2(-gU-\varepsilon)\psi$. That a solution exists is assumed.

```lean
/-- The radial equation `-(r²ψ')'/(2r²) - g U ψ = ε ψ` for `r > 0`, multiplied by `-2r²`. -/
def SelfConsistent (g ε : ℝ) (ψ : ℝ → ℝ) : Prop :=
  ∀ r, 0 < r → HasDerivAt (fun x => x ^ 2 * deriv ψ x)
    (2 * r ^ 2 * (-g * potential ψ r - ε) * ψ r) r
```

## What dilation does to $T$ and $W$

If $F(r)=c\,f(sr)$, substituting $x=sr$ gives
$$\int F\,d^3r=4\pi c\int_0^\infty \frac{x^2}{s^2}f(x)\,\frac{dx}{s}=\frac{c}{s^3}\int f\,d^3r.$$

```lean
/-- Change of variables for a spatial integral under a dilation of the radius. -/
theorem spaceIntegral_scale {f F : ℝ → ℝ} {c s : ℝ} (hs : 0 < s)
    (h : ∀ r, F r = c * f (s * r)) : spaceIntegral F = c / s ^ 3 * spaceIntegral f := by
  have k := integral_comp_mul_left_Ioi (fun r => r ^ 2 * f r) 0 hs
  have e : ∀ r, (s * r) ^ 2 * f (s * r) = s ^ 2 * (r ^ 2 * f (s * r)) := fun r => by ring
  simp only [mul_zero, smul_eq_mul, e, integral_const_mul] at k
  have e' : ∀ r, r ^ 2 * F r = c * (r ^ 2 * f (s * r)) := fun r => by rw [h]; ring
  simp only [spaceIntegral, e', integral_const_mul]
  rw [div_mul_eq_mul_div, eq_div_iff (pow_ne_zero 3 hs.ne')]
  linear_combination (4 * Real.pi * c * s) * k +
    (4 * Real.pi * c * ∫ r in Ioi (0 : ℝ), r ^ 2 * f r) * mul_inv_cancel₀ hs.ne'
```

The same substitution carries integrability over.

```lean
/-- Integrability over space survives a dilation of the radius. -/
theorem spaceIntegrable_scale {f F : ℝ → ℝ} {c s : ℝ} (hs : 0 < s)
    (h : ∀ r, F r = c * f (s * r)) (hf : SpaceIntegrable f) : SpaceIntegrable F := by
  have k : Integrable (fun r => (s * r) ^ 2 * f (s * r)) (volume.restrict (Ioi (0 : ℝ))) :=
    (integrableOn_Ioi_comp_mul_left_iff (fun r => r ^ 2 * f r) 0 hs).2
      (by rw [mul_zero]; exact hf)
  refine (k.const_mul (c * (s ^ 2)⁻¹)).congr (Eventually.of_forall fun r => ?_)
  change c * (s ^ 2)⁻¹ * ((s * r) ^ 2 * f (s * r)) = r ^ 2 * F r
  rw [h]
  linear_combination (r ^ 2 * c * f (s * r)) * inv_mul_cancel₀ (pow_ne_zero 2 hs.ne')
```

Pointwise, $\psi_s^2=s^3\psi(sr)^2$. Since $\psi_s'=s^{5/2}\psi'(sr)$, the squared gradient carries $s^5$. For the potential, $1/\max(r,x)=s/\max(sr,sx)$, so
$$U_s(r)=\frac{s^4}{s^3}\,U(sr)=s\,U(sr),$$
and $U_s\psi_s^2$ carries $s^4$.

```lean
/-- Pointwise scaling of the density, the squared gradient and the potential times the density. -/
theorem dilate_densities {s : ℝ} (hs : 0 < s) (ψ : ℝ → ℝ) (r : ℝ) :
    dilate s ψ r ^ 2 = s ^ 3 * ψ (s * r) ^ 2 ∧
    deriv (dilate s ψ) r ^ 2 = s ^ 5 * deriv ψ (s * r) ^ 2 ∧
    potential (dilate s ψ) r * dilate s ψ r ^ 2 =
      s ^ 4 * (potential ψ (s * r) * ψ (s * r) ^ 2) := by
  have p : (s ^ (3 / 2 : ℝ)) ^ 2 = s ^ 3 := by
    rw [← Real.rpow_natCast, ← Real.rpow_natCast, ← Real.rpow_mul hs.le]
    norm_num
  have q : ∀ x, dilate s ψ x ^ 2 = s ^ 3 * ψ (s * x) ^ 2 := fun x => by
    rw [dilate, mul_pow, p]
  have d : deriv (dilate s ψ) r = s ^ (3 / 2 : ℝ) * (s * deriv ψ (s * r)) := by
    unfold dilate
    rw [deriv_const_mul_field, deriv_comp_mul_left, smul_eq_mul]
  -- the Coulomb kernel is homogeneous of degree -1
  have u : potential (dilate s ψ) r = s * potential ψ (s * r) := by
    have k := spaceIntegral_scale (F := fun x => dilate s ψ x ^ 2 / max r x)
      (f := fun y => ψ y ^ 2 / max (s * r) y) (c := s ^ 4) hs (fun x => by

        rw [q, ← mul_max_of_nonneg _ _ hs.le, div_eq_mul_inv, div_eq_mul_inv, mul_inv]
        linear_combination (-(s ^ 3 * ψ (s * x) ^ 2 * (max r x)⁻¹)) * mul_inv_cancel₀ hs.ne')
    have e : s ^ 4 / s ^ 3 = s := by field_simp
    unfold potential
    rw [k, e]
  refine ⟨q r, ?_, ?_⟩
  · rw [d]
    linear_combination (s ^ 2 * deriv ψ (s * r) ^ 2) * p
  · rw [u, q]
    ring
```

Dividing each power by $s^3$ leaves $N_s=N$, $T_s=s^2T$ and $W_s=sW$.

```lean
/-- A dilation by `s > 0` keeps the norm, multiplies `T` by `s²` and `W` by `s`, and
maps admissible wavefunctions to admissible ones. -/
theorem dilation_laws {s : ℝ} (hs : 0 < s) (g : ℝ) {ψ : ℝ → ℝ} (hψ : Admissible ψ) :
    Admissible (dilate s ψ) ∧ normSquared (dilate s ψ) = normSquared ψ ∧
    kinetic (dilate s ψ) = s ^ 2 * kinetic ψ ∧
    polarisation g (dilate s ψ) = s * polarisation g ψ := by
  have a := fun r => (dilate_densities hs ψ r).1
  have b := fun r => (dilate_densities hs ψ r).2.1
  have c := fun r => (dilate_densities hs ψ r).2.2
  refine ⟨⟨fun r hr => ?_, spaceIntegrable_scale hs a hψ.finite_norm,
    spaceIntegrable_scale hs b hψ.finite_kinetic,
    spaceIntegrable_scale hs c hψ.finite_polarisation⟩, ?_, ?_, ?_⟩
  · have l : DifferentiableAt ℝ (fun x => s * x) r := by fun_prop
    exact (DifferentiableAt.comp (f := fun x => s * x) r
      (hψ.differentiable (s * r) (mul_pos hs hr)) l).const_mul _
  · have e : s ^ 3 / s ^ 3 = 1 := div_self (pow_ne_zero 3 hs.ne')
    rw [normSquared, spaceIntegral_scale (f := fun r => ψ r ^ 2) hs a, e, one_mul, normSquared]
  · have e : s ^ 5 / s ^ 3 = s ^ 2 := by field_simp
    rw [kinetic, spaceIntegral_scale (f := fun r => deriv ψ r ^ 2) hs b, e, kinetic]
    ring
  · have e : s ^ 4 / s ^ 3 = s := by field_simp
    rw [polarisation, spaceIntegral_scale (f := fun r => potential ψ r * ψ r ^ 2) hs c, e,
      polarisation]
    ring
```

## Stability is the virial relation

Along the dilation $E(s)=s^2T-sW$. A local minimum at $s=1$ forces $E'(1)=2T-W=0$. Conversely, if $W=2T$, then
$$E(s)-E(1)=s^2T-2sT+T=T(s-1)^2\ge0,$$
because $T\ge0$. The Lean proof takes the same two directions, using the vanishing derivative at a local minimum and then the square.

```lean
/-- An admissible state is stable against small dilations exactly when `W = 2T`. -/
theorem dilationStable_iff_virial (g : ℝ) {ψ : ℝ → ℝ} (hψ : Admissible ψ) :
    DilationStable g ψ ↔ polarisation g ψ = 2 * kinetic ψ := by
  have pos : Ioi (0 : ℝ) ∈ 𝓝 (1 : ℝ) := Ioi_mem_nhds one_pos
  constructor
  · intro h
    have m : IsLocalMin (fun s : ℝ => s ^ 2 * kinetic ψ - s * polarisation g ψ) 1 := by
      change ∀ᶠ s in 𝓝 (1 : ℝ), (1 : ℝ) ^ 2 * kinetic ψ - 1 * polarisation g ψ ≤
        s ^ 2 * kinetic ψ - s * polarisation g ψ
      filter_upwards [h, pos] with s h1 hs
      obtain ⟨ha, -, hT, hW⟩ := dilation_laws hs g hψ
      have h2 := h1 ha
      rw [energy, energy, hT, hW] at h2
      linarith
    have d : HasDerivAt (fun s : ℝ => s ^ 2 * kinetic ψ - s * polarisation g ψ)
        (2 * kinetic ψ - polarisation g ψ) 1 := by
      exact (((hasDerivAt_pow 2 (1 : ℝ)).mul_const (kinetic ψ)).fun_sub
        (hasDerivAt_mul_const (polarisation g ψ))).congr_deriv (by norm_num)
    linarith [m.hasDerivAt_eq_zero d]
  · intro h
    have i : 0 ≤ ∫ r in Ioi (0 : ℝ), r ^ 2 * deriv ψ r ^ 2 :=
      integral_nonneg fun r => mul_nonneg (sq_nonneg _) (sq_nonneg _)
    have t : 0 ≤ kinetic ψ := div_nonneg (mul_nonneg (by positivity) i) (by norm_num)
    filter_upwards [pos] with s hs _
    obtain ⟨-, -, hT, hW⟩ := dilation_laws hs g hψ
    rw [energy, energy, hT, hW, h]
    -- the energy excess is T (s - 1)²
    nlinarith [mul_nonneg t (sq_nonneg (s - 1))]
```

## The eigenvalue from integration by parts

The coupling energy is $-g\int U\psi^2\,d^3r=-2W$.

```lean
/-- The coupling energy is `-2W`. -/
theorem coupling_eq (g : ℝ) (ψ : ℝ → ℝ) : coupling g ψ = -2 * polarisation g ψ := by
  have k := spaceIntegral_scale (F := fun r => -g * (potential ψ r * ψ r ^ 2))
    (f := fun r => potential ψ r * ψ r ^ 2) (c := -g) one_pos (fun r => by simp only [one_mul])
  rw [coupling, k, polarisation]
  ring
```

Let $F=r^2\psi'\psi$. The radial equation gives
$$F'=r^2\psi'^2-2g\,r^2U\psi^2-2\varepsilon\,r^2\psi^2.$$
Both $F'$ and $F$ are integrable, the latter because $|F|\le r^2\psi'^2+r^2\psi^2$, so $F\to0$ at infinity. At the origin $F\to0$ is the hypothesis `h0`, which holds when $\psi$ and $\psi'$ stay bounded there. Integrating and multiplying by $2\pi$ gives $0=T-2W-\varepsilon N$.

```lean
/-- For a self-consistent state without flux at the origin, the eigenvalue times the squared
norm is the kinetic plus the coupling energy. -/
theorem eigenvalue_identity {g ε : ℝ} {ψ : ℝ → ℝ} (hψ : Admissible ψ)
    (heq : SelfConsistent g ε ψ)
    (h0 : Tendsto (fun r => r ^ 2 * deriv ψ r * ψ r) (𝓝[>] 0) (𝓝 0)) :
    ε * normSquared ψ = kinetic ψ + coupling g ψ := by
  let μ := volume.restrict (Ioi (0 : ℝ))
  have A : Integrable (fun r => r ^ 2 * deriv ψ r ^ 2) μ := hψ.finite_kinetic
  have B : Integrable (fun r => 2 * g * (r ^ 2 * (potential ψ r * ψ r ^ 2))) μ :=
    Integrable.const_mul hψ.finite_polarisation (2 * g)
  have N : Integrable (fun r => r ^ 2 * ψ r ^ 2) μ := hψ.finite_norm
  have C : Integrable (fun r => 2 * ε * (r ^ 2 * ψ r ^ 2)) μ := N.const_mul (2 * ε)
  have AB : Integrable (fun r => r ^ 2 * deriv ψ r ^ 2 -
    2 * g * (r ^ 2 * (potential ψ r * ψ r ^ 2))) μ := A.sub B
  have AN : Integrable (fun r => r ^ 2 * deriv ψ r ^ 2 + r ^ 2 * ψ r ^ 2) μ := A.add N
  have d : ∀ r ∈ Ioi (0 : ℝ), HasDerivAt (fun r => r ^ 2 * deriv ψ r * ψ r)
      (r ^ 2 * deriv ψ r ^ 2 - 2 * g * (r ^ 2 * (potential ψ r * ψ r ^ 2)) -
        2 * ε * (r ^ 2 * ψ r ^ 2)) r := fun r hr =>
    ((heq r hr).fun_mul (hψ.differentiable r hr).hasDerivAt).congr_deriv (by ring)
  have fi : IntegrableOn (fun r => r ^ 2 * deriv ψ r * ψ r) (Ioi (0 : ℝ)) := by
    have c : ContinuousOn (fun r => r ^ 2 * deriv ψ r * ψ r) (Ioi (0 : ℝ)) :=
      fun r hr => (d r hr).continuousAt.continuousWithinAt
    refine AN.mono' (c.aestronglyMeasurable measurableSet_Ioi)
      (Eventually.of_forall fun r => ?_)
    change |r ^ 2 * deriv ψ r * ψ r| ≤ r ^ 2 * deriv ψ r ^ 2 + r ^ 2 * ψ r ^ 2
    rw [abs_le]
    constructor <;> nlinarith [sq_nonneg (r * deriv ψ r + r * ψ r),
      sq_nonneg (r * deriv ψ r - r * ψ r), sq_nonneg (r * deriv ψ r), sq_nonneg (r * ψ r)]
  have c0 : ContinuousWithinAt (fun r => r ^ 2 * deriv ψ r * ψ r) (Ici 0) 0 := by
    rw [← continuousWithinAt_Ioi_iff_Ici]
    simpa [ContinuousWithinAt] using h0
  -- integration by parts: both boundary terms vanish
  have k := integral_Ioi_of_hasDerivAt_of_tendsto c0 d (AB.sub C)
    (tendsto_zero_of_hasDerivAt_of_integrableOn_Ioi d (AB.sub C) fi)
  rw [integral_sub AB C, integral_sub A B, integral_const_mul, integral_const_mul] at k
  rw [coupling_eq]
  simp only [normSquared, kinetic, polarisation, spaceIntegral]
  linear_combination (-2 * Real.pi) * k
```

With $N=1$ and $W=2T$,
$$E=-T,\qquad \varepsilon=T-2W=-3T,\qquad -2W=-4T.$$
In this one-electron continuum model the eigenvalue is therefore three times the total energy, a reminder that a polaron's level and its binding energy are different quantities.

```lean
/-- Pekar's ratios: an admissible, normalised, self-consistent state without flux at the origin that
is stable against small dilations has `W = 2T`, energy `-T`, eigenvalue `T - 2W = -3T` and coupling
energy `-4T`. -/
theorem pekar_ratios {g ε : ℝ} {ψ : ℝ → ℝ} (hψ : Admissible ψ) (hN : normSquared ψ = 1)
    (hmin : DilationStable g ψ) (heq : SelfConsistent g ε ψ)
    (h0 : Tendsto (fun r => r ^ 2 * deriv ψ r * ψ r) (𝓝[>] 0) (𝓝 0)) :
    polarisation g ψ = 2 * kinetic ψ ∧ energy g ψ = -kinetic ψ ∧
    ε = kinetic ψ - 2 * polarisation g ψ ∧ ε = -3 * kinetic ψ ∧
    coupling g ψ = -4 * kinetic ψ := by
  have v := (dilationStable_iff_virial g hψ).1 hmin
  have e := eigenvalue_identity hψ heq h0
  have c := coupling_eq g ψ
  rw [hN, mul_one] at e
  refine ⟨v, ?_, ?_, ?_, ?_⟩
  · rw [energy]; linarith
  all_goals linarith
```

## The best dilation of a trial state

For $T,W>0$, completing the square gives
$$E(t)=T\Big(t-\frac{W}{2T}\Big)^2-\frac{W^2}{4T},$$
so $s=W/(2T)$ is optimal. The trial state need not solve the radial equation.

```lean
/-- For a trial state with `T, W > 0`, the dilation `s = W/(2T)` gives the energy `-W²/(4T)`,
the lowest among all dilations of that state. -/
theorem optimal_dilation {g : ℝ} {ψ : ℝ → ℝ} (hψ : Admissible ψ) (hT : 0 < kinetic ψ)
    (hW : 0 < polarisation g ψ) :
    energy g (dilate (polarisation g ψ / (2 * kinetic ψ)) ψ) =
      -polarisation g ψ ^ 2 / (4 * kinetic ψ) ∧
    ∀ t, 0 < t → energy g (dilate (polarisation g ψ / (2 * kinetic ψ)) ψ) ≤
      energy g (dilate t ψ) := by
  obtain ⟨s, hs⟩ : ∃ s, s = polarisation g ψ / (2 * kinetic ψ) := ⟨_, rfl⟩
  have sp : 0 < s := by rw [hs]; positivity
  have w : polarisation g ψ = 2 * kinetic ψ * s := by
    rw [hs, mul_div_cancel₀ _ (by positivity)]
  have E : ∀ t, 0 < t → energy g (dilate t ψ) =
      t ^ 2 * kinetic ψ - t * polarisation g ψ := fun t ht => by
    obtain ⟨-, -, h1, h2⟩ := dilation_laws ht g hψ
    rw [energy, h1, h2]
  rw [← hs, E s sp]
  constructor
  · rw [eq_div_iff (by positivity)]
    linear_combination (polarisation g ψ - 2 * kinetic ψ * s) * w
  · intro t ht
    rw [E t ht]
    have q : 0 ≤ kinetic ψ * (t - s) ^ 2 := by positivity
    linear_combination (t - s) * w + q

end

end PekarPolaron
```

Take $\psi=e^{-r}/\sqrt\pi$ and, for simple numbers, $g=1$. A real crystal has $g<1$, and the optimal energy $-W^2/(4T)$ of a given trial state scales as $g^2$. Then $T=\tfrac12$ and $U=\big[1-(1+r)e^{-2r}\big]/r$, so
$$\int U\psi^2\,d^3r=4\Big(\frac14-\frac1{16}-\frac1{32}\Big)=\frac58,\qquad W=\frac5{16}.$$
The undilated energy is $\tfrac3{16}$, which lies above the zero energy of a free electron at rest. The best dilation, $s=\tfrac5{16}$, gives $T_s=\tfrac{25}{512}$, $W_s=\tfrac{25}{256}=2T_s$ and $E=-\tfrac{25}{512}\approx-0.049$.

```lean
#print axioms PekarPolaron.pekar_ratios
#print axioms PekarPolaron.optimal_dilation
```

```
'PekarPolaron.pekar_ratios' depends on axioms: [propext, Classical.choice, Quot.sound]
'PekarPolaron.optimal_dilation' depends on axioms: [propext, Classical.choice, Quot.sound]
```
